# Error bound for the truncated binomial series of an inverse square root

For a real number t with |t| < 1, `series_error` says that the first m terms of the binomial series of (1 − t)^(−1/2), multiplied by √(1 − t), differ from 1 by at most |t|^m/√(1 − |t|). If 1 − t is read as an eigenvalue of an overlap matrix, the series approximates the inverse square root used in Löwdin orthogonalisation, though the lemma itself concerns only the number t and contains no matrix. The attempt shows by induction on m that the derivative of the product reduces to a single term. It then bounds that derivative along the segment from 0 to t to obtain the error estimate.

In Lean, a first try:

```lean
import Mathlib

open Finset

namespace SeriesError

noncomputable section

/-- The Taylor coefficients of `(1 - t)^(-1/2)`, given by their recursion. -/
def coeff : ℕ → ℝ
  | 0 => 1
  | k + 1 => coeff k * ((2 * k + 1) / (2 * k + 2))

/-- The first `m` terms of the binomial series of `(1 - t)^(-1/2)`. -/
def series (m : ℕ) (t : ℝ) : ℝ := ∑ k ∈ range m, coeff k * t ^ k

/-- For `|t| < 1` the truncated binomial series inverts `√(1 - t)` up to an error of
order `|t|^m`. -/
theorem series_error (m : ℕ) {t : ℝ} (ht : |t| < 1) :
    |1 - √(1 - t) * series m t| ≤ |t| ^ m / √(1 - |t|) := by
  have hc : ∀ k, 0 ≤ coeff k ∧ coeff k ≤ 1 := by
    intro k
    induction k with
    | zero => simp [coeff]
    | succ k ih =>
      have h1 : (2 * (k : ℝ) + 1) / (2 * k + 2) ≤ 1 := by
        rw [div_le_one (by positivity)]
        linarith
      exact ⟨mul_nonneg ih.1 (by positivity), mul_le_one₀ ih.2 (by positivity) h1⟩
  -- the derivative telescopes to a single term
  have hd : ∀ (m : ℕ) (x : ℝ), x < 1 → HasDerivAt (fun y => √(1 - y) * series m y)
      (-(m * coeff m * x ^ (m - 1) / √(1 - x))) x := by
    intro m x hx
    induction m with
    | zero => simpa [series] using hasDerivAt_const x (0 : ℝ)
    | succ m ih =>
      have hpos : 0 < 1 - x := by linarith
      have hs : HasDerivAt (fun y : ℝ => √(1 - y)) (-1 / (2 * √(1 - x))) x :=
        ((hasDerivAt_id' x).const_sub 1).sqrt hpos.ne'
      have h := ih.fun_add (hs.fun_mul ((hasDerivAt_pow m x).const_mul (coeff m)))
      have hr : √(1 - x) = (1 - x) * (√(1 - x))⁻¹ :=
        (eq_mul_inv_iff_mul_eq₀ (Real.sqrt_pos.2 hpos).ne').2 (Real.mul_self_sqrt hpos.le)
      have hp : (m : ℝ) * x ^ m = m * x ^ (m - 1) * x := by
        cases m with
        | zero => simp
        | succ k => rw [Nat.add_sub_cancel, pow_succ]; ring
      have hm : ((m : ℝ) + 1) * coeff (m + 1) = coeff m * (m + 1 / 2) := by
        have h2 : (2 * (m : ℝ) + 2) ≠ 0 := by positivity
        rw [coeff]
        field_simp <;> ring
      convert h using 1
      · funext y
        simp only [series, Finset.sum_range_succ, mul_add]
      · rw [Nat.add_sub_cancel]
        push_cast
        linear_combination (-(x ^ m * (√(1 - x))⁻¹)) * hm
          - coeff m * m * x ^ (m - 1) * hr - coeff m * (√(1 - x))⁻¹ * hp
  have hts : ∀ s ∈ Set.Icc (0 : ℝ) 1, t * s ≤ |t| := by
    intro s hs
    refine (le_abs_self _).trans ?_
    rw [abs_mul, abs_of_nonneg hs.1]
    exact mul_le_of_le_one_right (abs_nonneg t) hs.2
  have hρ : 0 < √(1 - |t|) := Real.sqrt_pos.2 (by linarith)
  have hρ1 : √(1 - |t|) ≤ 1 := Real.sqrt_le_one.2 (by linarith [abs_nonneg t])
  have hle : ∀ s ∈ Set.Icc (0 : ℝ) 1, √(1 - |t|) ≤ √(1 - t * s) :=
    fun s hs => Real.sqrt_le_sqrt (by linarith [hts s hs])
  generalize √(1 - |t|) = ρ at hρ hρ1 hle ⊢
  have hf : ∀ s ∈ Set.Icc (0 : ℝ) 1,
      HasDerivAt (fun s => 1 - √(1 - t * s) * series m (t * s))
        (m * coeff m * (t * s) ^ (m - 1) / √(1 - t * s) * t) s := by
    intro s hs
    have h := (hd m (t * s) (by linarith [hts s hs])).comp s
      ((hasDerivAt_id' s).const_mul t)
    exact (h.const_sub 1).congr_deriv (by ring)
  -- integrate the derivative bound along the segment from 0 to t
  have key := image_norm_le_of_norm_deriv_right_le_deriv_boundary
    (a := (0 : ℝ)) (b := 1)
    (f := fun s => 1 - √(1 - t * s) * series m (t * s))
    (f' := fun s => m * coeff m * (t * s) ^ (m - 1) / √(1 - t * s) * t)
    (B := fun s => |t| ^ m / ρ * s ^ m)
    (B' := fun s => |t| ^ m / ρ * (m * s ^ (m - 1)))
    (fun s hs => (hf s hs).continuousAt.continuousWithinAt)
    (fun s hs => (hf s ⟨hs.1, hs.2.le⟩).hasDerivWithinAt)
    (by
      cases m with
      | zero => simpa [series] using (one_le_inv₀ hρ).2 hρ1
      | succ k => simp [series, Finset.sum_range_succ', coeff])
    (fun s => (hasDerivAt_pow m s).const_mul _)
    (by
      intro s hs
      have hs' : s ∈ Set.Icc (0 : ℝ) 1 := ⟨hs.1, hs.2.le⟩
      have h0 : 0 ≤ s := hs.1
      have hl := hle s hs'
      have hc1 := (hc m).2
      simp only [Real.norm_eq_abs, abs_mul, abs_div, abs_pow, abs_of_nonneg h0,
        abs_of_nonneg (hc m).1, abs_of_nonneg (Real.sqrt_nonneg (1 - t * s)), Nat.abs_cast]
      cases m with
      | zero => simp
      | succ k =>
        rw [Nat.add_sub_cancel]
        calc _ = coeff (k + 1) * (|t| ^ (k + 1) * (((k + 1 : ℕ) : ℝ) * s ^ k))
              / √(1 - t * s) := by ring
          _ ≤ 1 * (|t| ^ (k + 1) * (((k + 1 : ℕ) : ℝ) * s ^ k)) / ρ := by gcongr
          _ = _ := by ring)
    (Set.right_mem_Icc.2 zero_le_one)
  simpa only [Real.norm_eq_abs, mul_one, one_pow] using key

end

end SeriesError
```

The compiler's answer:

```
Main.lean:52:8: error: Tactic `apply` failed: could not unify the conclusion of `@funext`
  ?f = ?g
with the goal
  Real.instAddCommGroup = Real.normedAddCommGroup.toAddCommGroup

Note: The full type of `@funext` is
  ∀ {α : Sort ?u.273} {β : α → Sort ?u.272} {f g : (x : α) → β x}, (∀ (x : α), f x = g x) → f = g

case e'_4
m✝ : ℕ
t : ℝ
ht : |t| < 1
hc : ∀ (k : ℕ), 0 ≤ coeff k ∧ coeff k ≤ 1
x : ℝ
hx : x < 1
m : ℕ
ih : HasDerivAt (fun y => √(1 - y) * series m y) (-(↑m * coeff m * x ^ (m - 1) / √(1 - x))) x
hpos : 0 < 1 - x
hs : HasDerivAt (fun y => √(1 - y)) (-1 / (2 * √(1 - x))) x
h :
  HasDerivAt (fun i => √(1 - i) * series m i + √(1 - i) * (coeff m * i ^ m))
    (-(↑m * coeff m * x ^ (m - 1) / √(1 - x)) +
      (-1 / (2 * √(1 - x)) * (coeff m * x ^ m) + √(1 - x) * (coeff m * (↑m * x ^ (m - 1)))))
    x
hr : √(1 - x) = (1 - x) * (√(1 - x))⁻¹
hp : ↑m * x ^ m = ↑m * x ^ (m - 1) * x
hm : (↑m + 1) * coeff (m + 1) = coeff m * (↑m + 1 / 2)
⊢ Real.instAddCommGroup = Real.normedAddCommGroup.toAddCommGroup
Main.lean:54:12: error: Tactic `rewrite` failed: Did not find an occurrence of the pattern
  ?n + ?m - ?m
in the target expression
  Semiring.toModule = RCLike.toInnerProductSpaceReal.toModule

case e'_5
m✝ : ℕ
t : ℝ
ht : |t| < 1
hc : ∀ (k : ℕ), 0 ≤ coeff k ∧ coeff k ≤ 1
x : ℝ
hx : x < 1
m : ℕ
ih : HasDerivAt (fun y => √(1 - y) * series m y) (-(↑m * coeff m * x ^ (m - 1) / √(1 - x))) x
hpos : 0 < 1 - x
hs : HasDerivAt (fun y => √(1 - y)) (-1 / (2 * √(1 - x))) x
h :
  HasDerivAt (fun i => √(1 - i) * series m i + √(1 - i) * (coeff m * i ^ m))
    (-(↑m * coeff m * x ^ (m - 1) / √(1 - x)) +
      (-1 / (2 * √(1 - x)) * (coeff m * x ^ m) + √(1 - x) * (coeff m * (↑m * x ^ (m - 1)))))
    x
hr : √(1 - x) = (1 - x) * (√(1 - x))⁻¹
hp : ↑m * x ^ m = ↑m * x ^ (m - 1) * x
hm : (↑m + 1) * coeff (m + 1) = coeff m * (↑m + 1 / 2)
e_4✝ : Real.instAddCommGroup = Real.normedAddCommGroup.toAddCommGroup
⊢ Semiring.toModule = RCLike.toInnerProductSpaceReal.toModule
Main.lean:36:16: error: unsolved goals
case e'_8
m✝ : ℕ
t : ℝ
ht : |t| < 1
hc : ∀ (k : ℕ), 0 ≤ coeff k ∧ coeff k ≤ 1
x : ℝ
hx : x < 1
m : ℕ
ih : HasDerivAt (fun y => √(1 - y) * series m y) (-(↑m * coeff m * x ^ (m - 1) / √(1 - x))) x
hpos : 0 < 1 - x
hs : HasDerivAt (fun y => √(1 - y)) (-1 / (2 * √(1 - x))) x
h :
  HasDerivAt (fun i => √(1 - i) * series m i + √(1 - i) * (coeff m * i ^ m))
    (-(↑m * coeff m * x ^ (m - 1) / √(1 - x)) +
      (-1 / (2 * √(1 - x)) * (coeff m * x ^ m) + √(1 - x) * (coeff m * (↑m * x ^ (m - 1)))))
    x
hr : √(1 - x) = (1 - x) * (√(1 - x))⁻¹
hp : ↑m * x ^ m = ↑m * x ^ (m - 1) * x
hm : (↑m + 1) * coeff (m + 1) = coeff m * (↑m + 1 / 2)
⊢ (fun y => √(1 - y) * series (m + 1) y) = fun i => √(1 - i) * series m i + √(1 - i) * (coeff m * i ^ m)

case e'_9
m✝ : ℕ
t : ℝ
ht : |t| < 1
hc : ∀ (k : ℕ), 0 ≤ coeff k ∧ coeff k ≤ 1
x : ℝ
hx : x < 1
m : ℕ
ih : HasDerivAt (fun y => √(1 - y) * series m y) (-(↑m * coeff m * x ^ (m - 1) / √(1 - x))) x
hpos : 0 < 1 - x
hs : HasDerivAt (fun y => √(1 - y)) (-1 / (2 * √(1 - x))) x
h :
  HasDerivAt (fun i => √(1 - i) * series m i + √(1 - i) * (coeff m * i ^ m))
    (-(↑m * coeff m * x ^ (m - 1) / √(1 - x)) +
      (-1 / (2 * √(1 - x)) * (coeff m * x ^ m) + √(1 - x) * (coeff m * (↑m * x ^ (m - 1)))))
    x
hr : √(1 - x) = (1 - x) * (√(1 - x))⁻¹
hp : ↑m * x ^ m = ↑m * x ^ (m - 1) * x
hm : (↑m + 1) * coeff (m + 1) = coeff m * (↑m + 1 / 2)
⊢ -(↑(m + 1) * coeff (m + 1) * x ^ (m + 1 - 1) / √(1 - x)) =
    -(↑m * coeff m * x ^ (m - 1) / √(1 - x)) +
      (-1 / (2 * √(1 - x)) * (coeff m * x ^ m) + √(1 - x) * (coeff m * (↑m * x ^ (m - 1))))
```

Diagnosis. All three errors come from `convert h using 1` in the induction step. The proof expects it to leave two goals, equality of the functions and equality of the derivatives. But the goal and `h` carry the additive group and module structures on ℝ through different instance expressions, and `convert` leaves those two equalities as goals as well, ahead of the expected ones. The first bullet therefore applies `funext` to an equality of group structures, and the second looks for `?n + ?m - ?m` in an equality of module structures. The third message lists the two intended goals, which no bullet reached.

The repair does without `convert`. It proves the equality of functions as `hfun` and rewrites with it, then uses `h.congr_deriv`, which asks only for the equality of derivatives. Lean accepts the differing instances as definitionally equal when it checks the `refine`, so they no longer appear as goals. `Eq.symm` keeps the remaining equation in its earlier direction, and the old algebra proves it unchanged. Dropping `<;> ring` after `field_simp` is mere tidying, since `field_simp` already closes that goal.

The change, after which it compiles:

```diff
@@ -48,12 +48,15 @@
         have h2 : (2 * (m : ℝ) + 2) ≠ 0 := by positivity
         rw [coeff]
-        field_simp <;> ring
-      convert h using 1
-      · funext y
+        field_simp
+      have hfun : (fun y : ℝ => √(1 - y) * series (m + 1) y) = fun y =>
+          √(1 - y) * series m y + √(1 - y) * (coeff m * y ^ m) := by
+        funext y
         simp only [series, Finset.sum_range_succ, mul_add]
-      · rw [Nat.add_sub_cancel]
-        push_cast
-        linear_combination (-(x ^ m * (√(1 - x))⁻¹)) * hm
-          - coeff m * m * x ^ (m - 1) * hr - coeff m * (√(1 - x))⁻¹ * hp
+      rw [hfun]
+      refine h.congr_deriv (Eq.symm ?_)
+      rw [Nat.add_sub_cancel]
+      push_cast
+      linear_combination (-(x ^ m * (√(1 - x))⁻¹)) * hm
+        - coeff m * m * x ^ (m - 1) * hr - coeff m * (√(1 - x))⁻¹ * hp
   have hts : ∀ s ∈ Set.Icc (0 : ℝ) 1, t * s ≤ |t| := by
     intro s hs
```
